# Kick–oscillate–kick positions obey the Deuflhard two-step recursion at any nonzero fast frequency

Take the integrator for x″ = −W² x + g(x) that gives the velocity a half kick from g, follows the fast oscillation exactly for one step h, and then gives a second half kick. Suppose you rewrite it as a recursion in positions alone, and carry over the force term h² g(x) from Störmer–Verlet. The rewritten code is then, in general, a different method. For 0 < Wh < π its force term is too large by the factor Wh / sin(Wh), which is already π/2 when the step h is a quarter of the fast period. The correct recursion, for W ≠ 0, is

x(n+2) − 2 cos(Wh) x(n+1) + x(n) = (h sin(Wh) / W) g(x(n+1)).

Here x(n) is the position after n steps, W the angular frequency of the fast oscillator (period 2π/|W|) and g the slow acceleration. In molecular dynamics this identity lets one pass between the one-step and two-step forms of a trigonometric integrator, in a model where all components share a single fast frequency; the way back, from the recursion to the one-step form, is proved below under the condition sin(Wh) ≠ 0.

## States, kicks and the exact oscillator

In Lean 4 with Mathlib:

```lean
import Mathlib

namespace TrigonometricVerlet

noncomputable section

variable {E : Type*} [AddCommGroup E] [Module ℝ E]
```

Positions and velocities live in `E`, a real vector space of any dimension. No norm or inner product is assumed, because the recursion is pure algebra.

```lean
/-- A kick of duration `τ`: the slow acceleration `g` changes the velocity at fixed position. -/
def kick (g : E → E) (τ : ℝ) (z : E × E) : E × E :=
  (z.1, z.2 + τ • g z.1)
```

A state `z` is a pair, with position `z.1` and velocity `z.2`. The symbol `•` multiplies a vector by a real number. A kick of duration τ sends (x, v) to (x, v + τ g(x)). The type `E → E` admits any function as `g`: it need be neither continuous nor the gradient of a potential. Masses are already absorbed, since `g` is an acceleration.

```lean
/-- The flow for time `t` of the harmonic oscillator of frequency `W`, acting on
(position, velocity); the factor `t * sinc (W * t)` is `sin (W * t) / W` when `W ≠ 0`. -/
def fastFlow (W t : ℝ) (z : E × E) : E × E :=
  (Real.cos (W * t) • z.1 + (t * Real.sinc (W * t)) • z.2,
    (-(W * Real.sin (W * t))) • z.1 + Real.cos (W * t) • z.2)
```

This is the explicit solution of the oscillator after time t:

x ↦ cos(Wt) x + t sinc(Wt) v
v ↦ −W sin(Wt) x + cos(Wt) v

Here sinc(y) is sin(y)/y for y ≠ 0, and sinc(0) = 1. For W ≠ 0 the factor t sinc(Wt) is the familiar sin(Wt)/W. At W = 0 it equals t, and the flow becomes free motion.

```lean
/-- One step of length `h`: half kick, oscillator flow, half kick. -/
def step (g : E → E) (W h : ℝ) (z : E × E) : E × E :=
  kick g (h / 2) (fastFlow W h (kick g (h / 2) z))
```

One step is a half kick, the oscillator flow for time h, and another half kick. The innermost function acts first.

```lean
/-- The numerical trajectory of (position, velocity) pairs started at `z`. -/
def traj (g : E → E) (W h : ℝ) (z : E × E) : ℕ → E × E
  | 0 => z
  | n + 1 => step g W h (traj g W h z n)
```

The trajectory iterates this step: `traj g W h z n` is the state after `n` steps from `z`. Below, x(n) and v(n) denote its position and velocity.

## The flow solves the oscillator equations

```lean
/-- The oscillator factor `t * sinc (W * t)` times the frequency is `sin (W * t)`. -/
theorem freq_mul_sinc (W t : ℝ) :
    W * (t * Real.sinc (W * t)) = Real.sin (W * t) := by
  have aux : ∀ x : ℝ, x * Real.sinc x = Real.sin x := by
    intro x
    by_cases hx : x = 0
    · simp [hx]
    · rw [Real.sinc_of_ne_zero hx]
      field_simp
  rw [← mul_assoc, aux]
```

In ordinary notation, W · t sinc(Wt) = sin(Wt). The proof first shows y sinc(y) = sin(y), treating y = 0 separately, and then sets y = Wt.

```lean
/-- The fast flow solves the oscillator equations `x' = v`, `v' = -W² x`. -/
theorem fastFlow_hasDerivAt {F : Type*} [NormedAddCommGroup F] [NormedSpace ℝ F]
    (W t : ℝ) (z : F × F) :
    HasDerivAt (fun s => (fastFlow W s z).1) (fastFlow W t z).2 t ∧
    HasDerivAt (fun s => (fastFlow W s z).2) ((-(W ^ 2)) • (fastFlow W t z).1) t := by
  have hl : HasDerivAt (fun s : ℝ => W * s) W t :=
    ((hasDerivAt_id' t).const_mul W).congr_deriv (mul_one W)
  have hc : HasDerivAt (fun s : ℝ => Real.cos (W * s)) (-(W * Real.sin (W * t))) t :=
    hl.cos.congr_deriv (by ring)
  have hs : HasDerivAt (fun s : ℝ => Real.sin (W * s)) (Real.cos (W * t) * W) t := hl.sin
  have hS : HasDerivAt (fun s : ℝ => s * Real.sinc (W * s)) (Real.cos (W * t)) t := by
    by_cases hW : W = 0
    · simpa [hW] using hasDerivAt_id' t
    · have e : (fun s : ℝ => s * Real.sinc (W * s)) = fun s => Real.sin (W * s) / W := by
        funext s
        rw [eq_div_iff hW]
        linear_combination freq_mul_sinc W s
      rw [e]
      exact (hs.div_const W).congr_deriv (by field_simp)
  have hn : HasDerivAt (fun s : ℝ => -(W * Real.sin (W * s)))
      (-(W * (Real.cos (W * t) * W))) t := (hs.const_mul W).fun_neg
  refine ⟨(hc.smul_const z.1).fun_add (hS.smul_const z.2), ?_⟩
  refine ((hn.smul_const z.1).fun_add (hc.smul_const z.2)).congr_deriv ?_
  simp only [fastFlow]
  rw [← freq_mul_sinc W t]
  module
```

`HasDerivAt f a t` says that f has derivative a at t. A derivative is a limit, so this theorem works in a normed space `F`, where limits are available. It states that the flow satisfies x′ = v and v′ = −W² x. Setting t = 0 in the definition gives back the initial state.

By hand, the one derivative that needs care is that of t sinc(Wt). For W ≠ 0 the function is sin(Wt)/W, with derivative cos(Wt); for W = 0 it is t, with derivative 1 = cos(0). The position therefore has derivative

−W sin(Wt) x + cos(Wt) v,

which is the velocity component. Differentiating that component gives

−W² cos(Wt) x − W sin(Wt) v = −W² [cos(Wt) x + t sinc(Wt) v],

where the previous lemma replaces sin(Wt) by W t sinc(Wt). In the code, `hc`, `hs`, `hS` and `hn` are the scalar derivatives, and `module` checks the final vector identity.

## One step forward, one step back

From here on, write c = cos(Wh), s = sin(Wh) and S = h sinc(Wh), so that W S = s.

```lean
/-- The new position in terms of the old position and velocity. -/
theorem position_forward (g : E → E) (W h : ℝ) (z : E × E) :
    (step g W h z).1 = Real.cos (W * h) • z.1
      + (h * Real.sinc (W * h)) • (z.2 + (h / 2) • g z.1) := rfl
```

The new position is

X = c x + S (v + (h/2) g(x)).

The last half kick changes only the velocity, so it does not appear. The proof `rfl` means that the two sides agree once the definitions are unfolded.

```lean
/-- The old position in terms of the new position and velocity: the forward formula with
the velocity reversed. -/
theorem position_backward (g : E → E) (W h : ℝ) (z : E × E) :
    z.1 = Real.cos (W * h) • (step g W h z).1
      - (h * Real.sinc (W * h)) • ((step g W h z).2 - (h / 2) • g (step g W h z).1) := by
  -- removing the last half kick leaves the velocity at the end of the fast flow
  have hv : (step g W h z).2 - (h / 2) • g (step g W h z).1
      = (-(W * Real.sin (W * h))) • z.1
        + Real.cos (W * h) • (z.2 + (h / 2) • g z.1) := by
    simp only [step, kick, fastFlow, add_sub_cancel_right]
  -- the fast flow has unit determinant
  have key : Real.cos (W * h) ^ 2
      + (h * Real.sinc (W * h)) * (W * Real.sin (W * h)) = 1 := by
    linear_combination Real.sin (W * h) * freq_mul_sinc W h + Real.sin_sq_add_cos_sq (W * h)
  rw [hv, position_forward]
  calc z.1 = (Real.cos (W * h) ^ 2
      + (h * Real.sinc (W * h)) * (W * Real.sin (W * h))) • z.1 := by rw [key, one_smul]
    _ = _ := by module
```

This recovers the old position x from the new position X and new velocity V:

x = c X − S (V − (h/2) g(X)).

Let u = v + (h/2) g(x) be the velocity after the first half kick, and U = V − (h/2) g(X) the velocity just before the last one. The oscillator flow gives

X = c x + S u
U = −W s x + c u

and hence

c X − S U = c² x + c S u + S W s x − S c u = (c² + S W s) x = (c² + s²) x = x.

In the proof, `hv` is the formula for U and `key` is c² + S W s = 1. The closing `calc` multiplies x by this 1 and lets `module` compare coefficients.

## Adding the two formulas removes the velocity

```lean
/-- Two-step form for every real frequency `W`, zero included. -/
theorem two_step_sinc (g : E → E) (W h : ℝ) (z : E × E) (n : ℕ) :
    (traj g W h z (n + 2)).1 - (2 * Real.cos (W * h)) • (traj g W h z (n + 1)).1
      + (traj g W h z n).1
      = (h ^ 2 * Real.sinc (W * h)) • g (traj g W h z (n + 1)).1 := by
  have hf : (traj g W h z (n + 2)).1 = _ := position_forward g W h (traj g W h z (n + 1))
  have hb : (traj g W h z n).1 = Real.cos (W * h) • (traj g W h z (n + 1)).1
      - (h * Real.sinc (W * h)) • ((traj g W h z (n + 1)).2
        - (h / 2) • g (traj g W h z (n + 1)).1) := position_backward g W h (traj g W h z n)
  -- adding the two formulas eliminates the velocity
  linear_combination (norm := module) hf + hb
```

Apply the forward formula to the step from n+1 to n+2, and the backward formula to the step from n to n+1:

x(n+2) = c x(n+1) + S (v(n+1) + (h/2) g(x(n+1)))
x(n) = c x(n+1) − S (v(n+1) − (h/2) g(x(n+1)))

In the sum the velocities cancel and the two half kicks combine:

x(n+2) + x(n) = 2c x(n+1) + h S g(x(n+1)).

Since h S = h² sinc(Wh), this is the stated recursion, valid for every real W and h and every n from 0 on. The two formulas are `hf` and `hb`. The tactic `linear_combination` adds them as instructed by `hf + hb`, and `module` verifies that the result is the goal.

```lean
/-- **Deuflhard two-step form.** For `W ≠ 0` and any slow acceleration `g`, the positions of
the kick–oscillate–kick method satisfy a trigonometric Verlet recursion. -/
theorem deuflhard_two_step (g : E → E) {W : ℝ} (hW : W ≠ 0) (h : ℝ) (z : E × E) (n : ℕ) :
    (traj g W h z (n + 2)).1 - (2 * Real.cos (W * h)) • (traj g W h z (n + 1)).1
      + (traj g W h z n).1
      = (h * Real.sin (W * h) / W) • g (traj g W h z (n + 1)).1 := by
  have e : h * Real.sin (W * h) / W = h ^ 2 * Real.sinc (W * h) := by
    rw [div_eq_iff hW]
    linear_combination (-h) * freq_mul_sinc W h
  rw [e]
  exact two_step_sinc g W h z n
```

This is the Deuflhard form from the opening. The hypothesis `hW : W ≠ 0` permits division by the frequency; W may be negative, and h may be any real number. The only new step is the scalar identity

h sin(Wh) / W = h² sinc(Wh),

called `e` in the proof. The theorem identifies the recursion exactly; it makes no statement about accuracy or stability.

```lean
/-- At zero fast frequency the positions satisfy the Störmer–Verlet recursion. -/
theorem stormer_verlet (g : E → E) (h : ℝ) (z : E × E) (n : ℕ) :
    (traj g 0 h z (n + 2)).1 - (2 : ℝ) • (traj g 0 h z (n + 1)).1 + (traj g 0 h z n).1
      = h ^ 2 • g (traj g 0 h z (n + 1)).1 := by
  have t := two_step_sinc g 0 h z n
  simpa only [zero_mul, Real.cos_zero, Real.sinc_zero, mul_one] using t
```

At W = 0, cos(0) = 1 and sinc(0) = 1, so the general recursion becomes Störmer–Verlet:

x(n+2) − 2 x(n+1) + x(n) = h² g(x(n+1)).

```lean
/-- The central difference of positions is `2 h sinc (W h)` times the velocity at the
middle step. -/
theorem central_difference (g : E → E) (W h : ℝ) (z : E × E) (n : ℕ) :
    (traj g W h z (n + 2)).1 - (traj g W h z n).1
      = (2 * (h * Real.sinc (W * h))) • (traj g W h z (n + 1)).2 := by
  have hf : (traj g W h z (n + 2)).1 = _ := position_forward g W h (traj g W h z (n + 1))
  have hb : (traj g W h z n).1 = Real.cos (W * h) • (traj g W h z (n + 1)).1
      - (h * Real.sinc (W * h)) • ((traj g W h z (n + 1)).2
        - (h / 2) • g (traj g W h z (n + 1)).1) := position_backward g W h (traj g W h z n)
  linear_combination (norm := module) hf - hb
```

Subtracting the same two formulas, instead of adding them, cancels the position and force terms:

x(n+2) − x(n) = 2 S v(n+1).

When S ≠ 0, the velocity at the middle step is thus the central difference divided by 2 h sinc(Wh), where ordinary Verlet would divide by 2h.

## From a position sequence back to an initial velocity

```lean
/-- Converse: if `sin (W h) ≠ 0`, every solution of the two-step recursion is the position
sequence of the one-step method for exactly one initial velocity. -/
theorem two_step_converse (g : E → E) {W h : ℝ} (hs : Real.sin (W * h) ≠ 0) (x : ℕ → E)
    (hx : ∀ n, x (n + 2) - (2 * Real.cos (W * h)) • x (n + 1) + x n
      = (h * Real.sin (W * h) / W) • g (x (n + 1))) :
    ∃! v : E, ∀ n, (traj g W h (x 0, v) n).1 = x n := by
  have hW : W ≠ 0 := by
    intro h0
    apply hs
    simp [h0]
  have hS : h * Real.sinc (W * h) ≠ 0 := by
    intro h0
    apply hs
    rw [← freq_mul_sinc, h0, mul_zero]
  -- the initial velocity is fixed by the first two positions
  refine ⟨(h * Real.sinc (W * h))⁻¹ • (x 1 - Real.cos (W * h) • x 0)
    - (h / 2) • g (x 0), ?_, ?_⟩
  · have key : ∀ n, (traj g W h (x 0, (h * Real.sinc (W * h))⁻¹ •
        (x 1 - Real.cos (W * h) • x 0) - (h / 2) • g (x 0)) n).1 = x n ∧
        (traj g W h (x 0, (h * Real.sinc (W * h))⁻¹ •
        (x 1 - Real.cos (W * h) • x 0) - (h / 2) • g (x 0)) (n + 1)).1 = x (n + 1) := by
      intro n
      induction n with
      | zero =>
        refine ⟨rfl, ?_⟩
        change Real.cos (W * h) • x 0 + (h * Real.sinc (W * h)) •
          ((h * Real.sinc (W * h))⁻¹ • (x 1 - Real.cos (W * h) • x 0)
            - (h / 2) • g (x 0) + (h / 2) • g (x 0)) = x 1
        rw [sub_add_cancel, smul_inv_smul₀ hS]
        abel
      | succ n ih =>
        refine ⟨ih.2, ?_⟩
        have t := deuflhard_two_step g hW h (x 0, (h * Real.sinc (W * h))⁻¹ •
          (x 1 - Real.cos (W * h) • x 0) - (h / 2) • g (x 0)) n
        rw [ih.1, ih.2] at t
        have r := hx n
        linear_combination (norm := module) t - r
    exact fun n => (key n).1
  · intro v hv
    have h1 : Real.cos (W * h) • x 0
        + (h * Real.sinc (W * h)) • (v + (h / 2) • g (x 0)) = x 1 := hv 1
    rw [← h1, add_sub_cancel_left, inv_smul_smul₀ hS, add_sub_cancel_right]

end

end TrigonometricVerlet
```

Now start from any sequence `x : ℕ → E` that satisfies the Deuflhard recursion. If sin(Wh) ≠ 0, there is exactly one initial velocity v for which the one-step method, started at (x(0), v), reproduces every x(n). The symbol `∃!` means "there exists exactly one".

The condition sin(Wh) ≠ 0 excludes W = 0; for W ≠ 0 it says that h is not a whole multiple of half the fast period. At such a multiple the forward formula reduces to X = ±x, and the positions carry no information about the velocity. The condition also gives W ≠ 0 and S ≠ 0, which are the first two facts in the proof.

The first step must satisfy

x(1) = c x(0) + S (v + (h/2) g(x(0))),

and solving for v gives

v = (x(1) − c x(0)) / S − (h/2) g(x(0)).

This is the velocity supplied after `refine`. With it, the trajectory agrees with the given sequence at n = 0 and n = 1. A two-step recursion needs two consecutive values to continue, so `key` proves by induction that the positions agree at both n and n+1. In the induction step, `t` is the recursion for the trajectory and `r` the recursion for the given sequence; their difference shows agreement at n+2.

For uniqueness, any other candidate v must also reproduce x(1). The same equation, solved for v, returns the same value.

```lean
#print axioms TrigonometricVerlet.deuflhard_two_step
#print axioms TrigonometricVerlet.stormer_verlet
#print axioms TrigonometricVerlet.central_difference
#print axioms TrigonometricVerlet.two_step_converse
```

```
'TrigonometricVerlet.deuflhard_two_step' depends on axioms: [propext, Classical.choice, Quot.sound]
'TrigonometricVerlet.stormer_verlet' depends on axioms: [propext, Classical.choice, Quot.sound]
'TrigonometricVerlet.central_difference' depends on axioms: [propext, Classical.choice, Quot.sound]
'TrigonometricVerlet.two_step_converse' depends on axioms: [propext, Classical.choice, Quot.sound]
```
